# The golden-rule transfer rate with Gaussian dephasing integrates over reaction free energy to 2πV²

In units with ħ = 1, the transfer rate is modelled as the squared real coupling V² times the integral over all times t of exp(−Dt² − i(λ + G)t), where D sets the Gaussian dephasing, λ is the reorganisation energy and G the reaction free energy. The theorem `rate_sum_rule` states that, for D > 0 and any real V and λ, the integral of this rate over all real G is 2πV². The attempt uses the preceding theorem to write the rate as a real Gaussian in G, regarded as a complex number. It then aims to move the integral into the reals, where a shift of variable and the standard Gaussian integral give the value.

The first attempt, which Lean rejects:

```lean
import Mathlib

open Complex MeasureTheory GaussianFourier
open scoped Real

namespace GoldenRuleElectronTransfer

noncomputable section

/-- The golden-rule transfer rate: the squared coupling `V ^ 2` times the time integral of a
correlation function with Gaussian dephasing `D`, reorganisation energy `lam` and
reaction free energy `G` (units with `ħ = 1`). -/
def rate (V D lam G : ℝ) : ℂ :=
  (V : ℂ) ^ 2 * ∫ t : ℝ, cexp (-((D : ℂ) * (t : ℂ) ^ 2) - I * ((lam : ℂ) + G) * t)

/-- For any positive dephasing strength the time integral is a real Gaussian in the
reaction free energy, centred at `G = -lam`. -/
theorem rate_eq_gaussian {D : ℝ} (hD : 0 < D) (V lam G : ℝ) :
    rate V D lam G =
      ((V ^ 2 * Real.sqrt (π / D) * Real.exp (-(lam + G) ^ 2 / (4 * D)) : ℝ) : ℂ) := by
  have h := integral_cexp_quadratic (b := -(D : ℂ)) (by simpa using hD)
    (-(I * ((lam : ℂ) + G))) 0
  -- bring the exponent to the standard quadratic form
  have h0 : (∫ t : ℝ, cexp (-((D : ℂ) * (t : ℂ) ^ 2) - I * ((lam : ℂ) + G) * t)) =
      ∫ t : ℝ, cexp (-(D : ℂ) * (t : ℂ) ^ 2 + -(I * ((lam : ℂ) + G)) * t + 0) := by
    congr 1
    ext t
    congr 1
    ring
  have hs : ((Real.sqrt (π / D) : ℝ) : ℂ) = ((π : ℂ) / D) ^ (1 / 2 : ℂ) := by
    rw [Real.sqrt_eq_rpow, Complex.ofReal_cpow (by positivity)]
    simp
  have hx : 0 - (-(I * ((lam : ℂ) + G))) ^ 2 / (4 * -(D : ℂ)) =
      ((-(lam + G) ^ 2 / (4 * D) : ℝ) : ℂ) := by
    rw [neg_sq, mul_pow, I_sq]
    push_cast
    ring
  unfold rate
  rw [h0, h, neg_neg, hx, ← hs]
  push_cast
  ring

/-- Sum rule: the rate integrated over all reaction free energies is `2 * π * V ^ 2`, for any
reorganisation energy and any positive dephasing strength. -/
theorem rate_sum_rule {D : ℝ} (hD : 0 < D) (V lam : ℝ) :
    ∫ G : ℝ, rate V D lam G = ((2 * π * V ^ 2 : ℝ) : ℂ) := by
  -- shift the Gaussian to the origin
  have hg : ∫ G : ℝ, Real.exp (-(lam + G) ^ 2 / (4 * D)) =
      Real.sqrt (π / (1 / (4 * D))) := by
    have h := integral_add_left_eq_self (μ := volume)
      (fun x : ℝ => Real.exp (-(1 / (4 * D)) * x ^ 2)) lam
    beta_reduce at h
    rw [integral_gaussian (1 / (4 * D))] at h
    rw [← h]
    congr 1
    ext G
    congr 1
    ring
  have hs : Real.sqrt (π / D) * Real.sqrt (π / (1 / (4 * D))) = 2 * π := by
    have hp : π / D * (π / (1 / (4 * D))) = (2 * π) ^ 2 := by
      field_simp <;> ring
    rw [← Real.sqrt_mul (by positivity), hp, Real.sqrt_sq (by positivity)]
  simp_rw [rate_eq_gaussian hD]
  rw [integral_ofReal, integral_const_mul, hg, mul_assoc, hs]
  congr 1
  ring

end

end GoldenRuleElectronTransfer
```

Messages:

```
Main.lean:64:6: error: Tactic `rewrite` failed: Did not find an occurrence of the pattern
  ∫ (x : ?m.294), ↑(?m.299 x) ∂?m.296
in the target expression
  ∫ (G : ℝ), ↑(V ^ 2 * √(π / D) * rexp (-(lam + G) ^ 2 / (4 * D))) = ↑(2 * π * V ^ 2)

D : ℝ
hD : 0 < D
V lam : ℝ
hg : ∫ (G : ℝ), rexp (-(lam + G) ^ 2 / (4 * D)) = √(π / (1 / (4 * D)))
hs : √(π / D) * √(π / (1 / (4 * D))) = 2 * π
⊢ ∫ (G : ℝ), ↑(V ^ 2 * √(π / D) * rexp (-(lam + G) ^ 2 / (4 * D))) = ↑(2 * π * V ^ 2)
```

What went wrong. The error says that `rw` found nothing in the goal matching the left side of `integral_ofReal`, though the goal does show the integral of a real function cast to ℂ. The two casts print alike as `↑` but are different terms. Mathlib states the lemma for a general `RCLike` field, with that class's cast from ℝ, while the goal uses `Complex.ofReal`. For ℂ the two agree by definition, but the pattern search of `rw` does not unfold far enough to see it.

The repair states the needed equation as `hc`, with the complex casts written out, and proves it by `integral_ofReal (𝕜 := ℂ)`. Checking a proof term against a stated type allows more unfolding, so the lemma is accepted. `hc` then has the same form as the goal, `rw [hc]` succeeds, and the remaining rewrites go on as planned.

Putting `field_simp` and `ring` on separate lines instead of joining them by `<;>` is mere tidying.

After these edits no error is left:

```diff
@@ -59,8 +59,14 @@
   have hs : Real.sqrt (π / D) * Real.sqrt (π / (1 / (4 * D))) = 2 * π := by
     have hp : π / D * (π / (1 / (4 * D))) = (2 * π) ^ 2 := by
-      field_simp <;> ring
+      field_simp
+      ring
     rw [← Real.sqrt_mul (by positivity), hp, Real.sqrt_sq (by positivity)]
   simp_rw [rate_eq_gaussian hD]
-  rw [integral_ofReal, integral_const_mul, hg, mul_assoc, hs]
+  have hc : (∫ G : ℝ, ((V ^ 2 * Real.sqrt (π / D) *
+      Real.exp (-(lam + G) ^ 2 / (4 * D)) : ℝ) : ℂ)) =
+      ((∫ G : ℝ, V ^ 2 * Real.sqrt (π / D) *
+        Real.exp (-(lam + G) ^ 2 / (4 * D)) : ℝ) : ℂ) :=
+    integral_ofReal (𝕜 := ℂ)
+  rw [hc, integral_const_mul, hg, mul_assoc, hs]
   congr 1
   ring
```
